# After a sudden kick from its lower level, a two-level system without permanent dipoles has dipole signal $d\sin(2kd)\sin(wt)$

To obtain an absorption spectrum from a real-time propagation, a code can kick the initial state, record the dipole, Fourier transform it and divide by the kick strength $k$. The division presumes that the signal is proportional to $k$. For an isolated two-level system with exact propagation, the error of that assumption has a closed form.

Take levels $0$ and $w$, transition dipole $d$ and $\hbar=1$:

$$H=\begin{pmatrix}0&0\\0&w\end{pmatrix},\qquad X=\begin{pmatrix}0&d\\d&0\end{pmatrix},\qquad \psi(t)=e^{-iHt}e^{ikX}\begin{pmatrix}1\\0\end{pmatrix}.$$

For all real $w,d,k,t$, the signal $S(t)=\langle\psi(t),X\psi(t)\rangle$ is

$$S(t)=d\sin(2kd)\sin(wt).$$

If $d$, $k$ and $\sin(wt)$ are all nonzero, then $|S(t)|<2d^2|k||\sin(wt)|$, where the right side is the magnitude of the linear-response prediction.

## What dividing by $k$ does to a peak

For $kd\neq0$, the signal per unit kick is the linear-response value times $\sin(2kd)/(2kd)$. The line stays at $w$, but its apparent strength drops, by a fraction of about $2(kd)^2/3$ for small $kd$. At $2kd=0.1$ this is roughly 0.17 per cent. At $k=\pi/(2d)$ the line disappears.

With more levels, exact field-free evolution still gives a signal whose only frequencies are differences of energy levels. These include differences between two excited levels, so a strong kick can show peaks that are absent from the ground-state absorption spectrum.

## From the kick to the signal

Let $H$ have levels $E_i$, and let $c$ be the state just after the kick. Each component acquires only a phase, $\psi_i(t)=e^{-iE_it}c_i$, so

$$\langle\psi,X\psi\rangle=\sum_{i,j}\overline{c_i}\,X_{ij}\,c_j\,e^{i(E_i-E_j)t}.$$

In the two-level case, $X$ has normalised eigenvectors $(1,\pm1)/\sqrt2$ with eigenvalues $\pm d$. Exponentiating in that basis and transforming back gives

$$e^{ikX}=\begin{pmatrix}\cos kd&i\sin kd\\i\sin kd&\cos kd\end{pmatrix}.$$

Hence $c_0=\cos kd$ and $c_1=i\sin kd$. The two off-diagonal terms are complex conjugates, and

$$S(t)=2d\,\mathrm{Re}\left(\cos kd\; i\sin kd\; e^{-iwt}\right)=2d\cos kd\,\sin kd\,\sin wt=d\sin(2kd)\sin(wt).$$

The derivative with respect to $k$ at $k=0$ is $2d^2\sin(wt)$. The strict bound follows from $|\sin x|<|x|$ for $x\neq0$, with $x=2kd$. If $w,d\neq0$, setting $t=\pi/(2w)$ makes $\sin(wt)=1$, so the signal vanishes at all times exactly when $\sin(2kd)=0$, that is, when $k=m\pi/(2d)$ for an integer $m$.

The same amplitudes give the upper-level population, $|\psi_1(t)|^2=\sin^2(kd)$. At $k=\pi/(2d)$ it equals one: the kick has moved the system entirely into the upper level, which has no dipole of its own.

The conjugate in the expectation value needs care, because a plain dot product in Lean, as in many numerical libraries, does not conjugate. Without it one gets $i\,d\sin(2kd)e^{-iwt}$, whose real part is the correct signal, so a test that inspects only the real part passes. Shifting both levels by the same energy exposes the error: the true signal is unchanged, while the unconjugated one acquires an extra phase.

## The Lean file

```lean
import Mathlib

open Matrix

namespace KickedDipole

noncomputable section

variable {n : Type*} [Fintype n]

/-- The expectation value `⟨ψ, X ψ⟩` of an observable `X` in the state `ψ`. -/
def expectation (X : Matrix n n ℂ) (ψ : n → ℂ) : ℂ := star ψ ⬝ᵥ (X *ᵥ ψ)

/-- The expectation value written out in components. -/
theorem expectation_eq_sum (X : Matrix n n ℂ) (ψ : n → ℂ) :
    expectation X ψ = ∑ i, ∑ j, star (ψ i) * X i j * ψ j := by
  simp only [expectation, dotProduct, Matrix.mulVec, Pi.star_apply, Finset.mul_sum, mul_assoc]

variable [DecidableEq n]

/-- The Hamiltonian with energy levels `E`, in its own eigenbasis. -/
def levels (E : n → ℝ) : Matrix n n ℂ := diagonal fun i => (E i : ℂ)

/-- The sudden kick `exp(ikX)` of strength `k`. -/
def kick (X : Matrix n n ℂ) (k : ℝ) : Matrix n n ℂ :=
  NormedSpace.exp ((Complex.I * k) • X)

/-- The field-free propagator `exp(-iHt)`. -/
def propagator (H : Matrix n n ℂ) (t : ℝ) : Matrix n n ℂ :=
  NormedSpace.exp ((-(Complex.I * t)) • H)

/-- The state at time `t` after the state `φ` has been kicked at time zero. -/
def kickedState (H X : Matrix n n ℂ) (φ : n → ℂ) (k t : ℝ) : n → ℂ :=
  propagator H t *ᵥ (kick X k *ᵥ φ)

/-- The exponential of a diagonal matrix is taken entry by entry. -/
theorem exp_diagonal_entries (v : n → ℂ) :
    NormedSpace.exp (diagonal v) = diagonal fun i => Complex.exp (v i) := by
  rw [Matrix.exp_diagonal]
  congr 1
  funext i
  rw [Complex.exp_eq_exp_ℂ]
  simp

/-- After a kick of any strength, the signal of `X` is a sum of oscillations at the
differences of the energy levels. -/
theorem bohr_frequencies (E : n → ℝ) (X : Matrix n n ℂ) (φ : n → ℂ) (k t : ℝ) :
    expectation X (kickedState (levels E) X φ k t) =
      ∑ i, ∑ j, star ((kick X k *ᵥ φ) i) * X i j * (kick X k *ᵥ φ) j *
        Complex.exp (Complex.I * ((E i : ℂ) - E j) * t) := by
  -- each level only acquires its own phase
  have hψ : ∀ i, kickedState (levels E) X φ k t i =
      Complex.exp (-(Complex.I * t) * E i) * (kick X k *ᵥ φ) i := by
    intro i
    unfold kickedState propagator levels
    rw [← Matrix.diagonal_smul, exp_diagonal_entries, Matrix.mulVec_diagonal]
    simp only [Pi.smul_apply, smul_eq_mul]
  have hstar : ∀ i, star (Complex.exp (-(Complex.I * t) * E i)) =
      Complex.exp (Complex.I * t * E i) := by
    intro i
    rw [Complex.star_def, ← Complex.exp_conj]
    simp
  rw [expectation_eq_sum]
  refine Finset.sum_congr rfl fun i _ => Finset.sum_congr rfl fun j _ => ?_
  -- the two phases combine into the level difference
  have hphase : Complex.exp (Complex.I * ((E i : ℂ) - E j) * t) =
      Complex.exp (Complex.I * t * E i) * Complex.exp (-(Complex.I * t) * E j) := by
    rw [← Complex.exp_add]
    congr 1
    ring
  rw [hψ i, hψ j, star_mul', hstar, hphase]
  ring

/-- The dipole operator of a two-level system with transition dipole `d`. -/
def dipole (d : ℝ) : Matrix (Fin 2) (Fin 2) ℂ := !![0, (d : ℂ); (d : ℂ), 0]

/-- The first basis state `(1, 0)` of the two-level system. -/
def ground : Fin 2 → ℂ := ![1, 0]

/-- The dipole signal at time `t` of a two-level system with levels `0` and `w`, kicked with
strength `k` out of the level at energy `0`. -/
def signal (w d k t : ℝ) : ℂ :=
  expectation (dipole d) (kickedState (levels ![0, w]) (dipole d) ground k t)

/-- The kick rotates the two levels into each other by the angle `kd`. -/
theorem kick_dipole (d k : ℝ) :
    kick (dipole d) k =
      !![Complex.cos (k * d), Complex.I * Complex.sin (k * d);
         Complex.I * Complex.sin (k * d), Complex.cos (k * d)] := by
  let U : Matrix (Fin 2) (Fin 2) ℂ := !![1, 1; 1, -1]
  let V : Matrix (Fin 2) (Fin 2) ℂ := !![1 / 2, 1 / 2; 1 / 2, -1 / 2]
  have hUV : U * V = 1 := by
    ext i j
    fin_cases i <;> fin_cases j <;>
      norm_num [U, V, Matrix.mul_apply, Fin.sum_univ_two]
  have hU : IsUnit U := ⟨⟨U, V, hUV, mul_eq_one_comm.mp hUV⟩, rfl⟩
  have hinv : U⁻¹ = V := Matrix.inv_eq_right_inv hUV
  -- the dipole operator is diagonal in the sum and difference of the levels
  have hX : (Complex.I * k) • dipole d =
      U * diagonal ![(k * d : ℂ) * Complex.I, -(k * d : ℂ) * Complex.I] * U⁻¹ := by
    rw [hinv]
    ext i j
    fin_cases i <;> fin_cases j <;>
      simp [U, V, dipole, Matrix.mul_apply, Fin.sum_univ_two, Matrix.vecMul_diagonal] <;> ring
  have hneg : Complex.exp (-((k : ℂ) * d * Complex.I)) =
      Complex.cos (k * d) - Complex.sin (k * d) * Complex.I := by
    rw [← neg_mul, Complex.exp_mul_I, Complex.cos_neg, Complex.sin_neg]
    ring
  unfold kick
  rw [hX, Matrix.exp_conj _ _ hU, exp_diagonal_entries, hinv]
  ext i j
  fin_cases i <;> fin_cases j <;>
    simp [U, V, Matrix.mul_apply, Fin.sum_univ_two, Matrix.vecMul_diagonal,
      Complex.exp_mul_I, hneg] <;> ring

/-- The dipole signal after a kick of any strength is `d sin(2kd) sin(wt)`. -/
theorem signal_eq (w d k t : ℝ) :
    signal w d k t = ((d * Real.sin (2 * k * d) * Real.sin (w * t) : ℝ) : ℂ) := by
  have h0 : (kick (dipole d) k *ᵥ ground) 0 = ((Real.cos (k * d) : ℝ) : ℂ) := by
    simp [kick_dipole, ground, Matrix.mulVec, dotProduct, Fin.sum_univ_two]
  have h1 : (kick (dipole d) k *ᵥ ground) 1 =
      Complex.I * ((Real.sin (k * d) : ℝ) : ℂ) := by
    simp [kick_dipole, ground, Matrix.mulVec, dotProduct, Fin.sum_univ_two]
  have d00 : dipole d 0 0 = 0 := by simp [dipole]
  have d01 : dipole d 0 1 = d := by simp [dipole]
  have d10 : dipole d 1 0 = d := by simp [dipole]
  have d11 : dipole d 1 1 = 0 := by simp [dipole]
  have E0 : (![0, w] : Fin 2 → ℝ) 0 = 0 := rfl
  have E1 : (![0, w] : Fin 2 → ℝ) 1 = w := rfl
  have e01 : Complex.exp (Complex.I * (((0 : ℝ) : ℂ) - w) * t) =
      Complex.cos (w * t) - Complex.sin (w * t) * Complex.I := by
    rw [show Complex.I * (((0 : ℝ) : ℂ) - w) * t = (-(w * t : ℂ)) * Complex.I by
      push_cast; ring, Complex.exp_mul_I, Complex.cos_neg, Complex.sin_neg]
    ring
  have e10 : Complex.exp (Complex.I * ((w : ℂ) - ((0 : ℝ) : ℂ)) * t) =
      Complex.cos (w * t) + Complex.sin (w * t) * Complex.I := by
    rw [show Complex.I * ((w : ℂ) - ((0 : ℝ) : ℂ)) * t = (w * t : ℂ) * Complex.I by
      push_cast; ring, Complex.exp_mul_I]
  unfold signal
  rw [bohr_frequencies]
  simp only [Fin.sum_univ_two, h0, h1, d00, d01, d10, d11, E0, E1, e01, e10,
    Complex.star_def, map_mul, Complex.conj_I, Complex.conj_ofReal]
  -- the cosine parts cancel and the sine parts add
  rw [show 2 * k * d = 2 * (k * d) by ring, Real.sin_two_mul]
  push_cast
  linear_combination (-2 * Complex.cos (k * d) * Complex.sin (k * d) * d *
    Complex.sin (w * t)) * Complex.I_sq

/-- Linear response: at zero kick strength the signal grows with `k` at the rate
`2d² sin(wt)`. -/
theorem linear_response (w d t : ℝ) :
    HasDerivAt (fun k : ℝ => signal w d k t)
      ((2 * d ^ 2 * Real.sin (w * t) : ℝ) : ℂ) 0 := by
  have h1 : HasDerivAt (fun k : ℝ => 2 * k * d) (2 * d) 0 :=
    (((hasDerivAt_id' (0 : ℝ)).const_mul 2).mul_const d).congr_deriv (by ring)
  have h2 : HasDerivAt (fun k : ℝ => d * Real.sin (2 * k * d) * Real.sin (w * t))
      (2 * d ^ 2 * Real.sin (w * t)) 0 :=
    ((h1.sin.const_mul d).mul_const _).congr_deriv (by
      simp only [mul_zero, zero_mul, Real.cos_zero]
      ring)
  rw [funext fun k => signal_eq w d k t]
  exact h2.ofReal_comp

/-- For a nonzero transition dipole and a nonzero kick, the signal is strictly weaker than
linear response predicts, at every time with `sin(wt) ≠ 0`. -/
theorem signal_lt_linear {w d k t : ℝ} (hd : d ≠ 0) (hk : k ≠ 0)
    (ht : Real.sin (w * t) ≠ 0) :
    ‖signal w d k t‖ < 2 * d ^ 2 * |k| * |Real.sin (w * t)| := by
  have key : ∀ x : ℝ, 0 < x → |Real.sin x| < x := by
    intro x hx
    refine abs_lt.2 ⟨?_, Real.sin_lt hx⟩
    rcases le_total x Real.pi with h | h
    · linarith [Real.sin_nonneg_of_nonneg_of_le_pi hx.le h]
    · linarith [Real.neg_one_le_sin x, Real.pi_gt_three]
  have hsin : |Real.sin (2 * k * d)| < |2 * k * d| := by
    have hy : 2 * k * d ≠ 0 := mul_ne_zero (mul_ne_zero two_ne_zero hk) hd
    rcases lt_or_gt_of_ne hy with h | h
    · have h' := key (-(2 * k * d)) (by linarith)
      rwa [Real.sin_neg, abs_neg, ← abs_of_neg h] at h'
    · rw [abs_of_pos h]
      exact key _ h
  rw [signal_eq, Complex.norm_real, Real.norm_eq_abs, abs_mul, abs_mul]
  calc |d| * |Real.sin (2 * k * d)| * |Real.sin (w * t)|
      < |d| * |2 * k * d| * |Real.sin (w * t)| :=
        mul_lt_mul_of_pos_right (mul_lt_mul_of_pos_left hsin (abs_pos.2 hd)) (abs_pos.2 ht)
    _ = 2 * d ^ 2 * |k| * |Real.sin (w * t)| := by
        rw [abs_mul (2 * k) d, abs_mul 2 k, abs_two, ← sq_abs d]
        ring

/-- For nonzero `w` and `d`, the signal vanishes at all times exactly when the kick strength
is an integer multiple of `π/(2d)`. -/
theorem silent_iff {w d : ℝ} (hw : w ≠ 0) (hd : d ≠ 0) (k : ℝ) :
    (∀ t, signal w d k t = 0) ↔ ∃ m : ℤ, k = m * Real.pi / (2 * d) := by
  constructor
  · intro h
    -- look at a quarter period, where the oscillation peaks
    have h1 := h (Real.pi / 2 / w)
    rw [signal_eq, Complex.ofReal_eq_zero, mul_div_cancel₀ _ hw, Real.sin_pi_div_two,
      mul_one] at h1
    obtain ⟨m, hm⟩ := Real.sin_eq_zero_iff.1 ((mul_eq_zero.1 h1).resolve_left hd)
    refine ⟨m, ?_⟩
    rw [hm]
    field_simp
  · rintro ⟨m, rfl⟩ t
    have h2 : 2 * (m * Real.pi / (2 * d)) * d = m * Real.pi := by field_simp
    rw [signal_eq, h2, Real.sin_int_mul_pi]
    simp

end

end KickedDipole
```

```lean
#print axioms KickedDipole.signal_eq
-- 'KickedDipole.signal_eq' depends on axioms: [propext, Classical.choice, Quot.sound]
#print axioms KickedDipole.linear_response
-- 'KickedDipole.linear_response' depends on axioms: [propext, Classical.choice, Quot.sound]
#print axioms KickedDipole.signal_lt_linear
-- 'KickedDipole.signal_lt_linear' depends on axioms: [propext, Classical.choice, Quot.sound]
#print axioms KickedDipole.silent_iff
-- 'KickedDipole.silent_iff' depends on axioms: [propext, Classical.choice, Quot.sound]
```

## Reading the statements

`levels E` is a diagonal Hamiltonian with real energies on any finite set of levels. `kick` and `propagator` are matrix exponentials, and `kickedState` applies them in that order. `expectation` contains the conjugate as `star ψ`. In `signal`, index `0` is the level at energy $0$ and index `1` the level at $w$; the name `ground`, and the words "lower" and "upper" in the prose, presume $w>0$, but the formula needs no sign condition.

`signal` is complex-valued, so `signal_eq` also establishes that the signal is real. `linear_response` is a derivative in $k$ at zero, for fixed $t$. `signal_lt_linear` is the strict bound; if $d$, $k$ or $\sin(wt)$ is zero, both sides are zero and strictness fails. `silent_iff` characterises the kicks that leave no signal at any time. It assumes $w,d\neq0$, since otherwise every kick is silent.

## How the lemmas carry the derivation

`expectation_eq_sum` writes the expectation value in components, and `exp_diagonal_entries` exponentiates a diagonal matrix entrywise. `bohr_frequencies` combines them: `hψ` supplies the phase of each level, `hstar` conjugates it, and `hphase` merges two phases into a level difference.

`kick_dipole` diagonalises $X$ with the unnormalised eigenvectors in `U`; the factors $1/2$ in its inverse `V` make up for the normalisation. `Matrix.exp_conj` moves the exponential onto the diagonal matrix, and `fin_cases` splits the remaining identity into its four entries, which `simp` and `ring` check. `signal_eq` inserts the kicked amplitudes into the level sum, and its final `linear_combination` uses $i^2=-1$.

The last three theorems start from `signal_eq`. `linear_response` applies the chain rule. In `signal_lt_linear`, `key` proves $|\sin x|<x$ for $x>0$, treating $x\le\pi$ and $x\ge\pi$ separately for the lower bound, and oddness handles negative arguments. `silent_iff` evaluates the signal at the quarter period and uses the zeros of the sine.

## Where the model stops

The kick is instantaneous, the levels are finite in number, and the Hamiltonian is fixed after the kick. The two-level formula also assumes that neither level has a permanent dipole. Damping, a continuum and time-step error are absent.

For time-dependent density functional theory, the fixed Hamiltonian is the main restriction. A Kohn–Sham Hamiltonian generally depends on the evolving density and keeps changing after the kick, so `bohr_frequencies` does not rule out spurious frequencies or shifted peaks in such a propagation. The two-level formula can still serve as a reference for testing a propagator on this two-level model, with the Hamiltonian held fixed.
